# Averaged over N momenta with a non-integer twist, the one-dimensional lattice Coulomb kernel is at least N/4

The lattice Coulomb kernel $1/(2-2\cos k)$ is infinite at zero momentum $k$. If the potential itself obeys a twisted boundary condition, the whole momentum grid is shifted and can miss that point. For a ring of $N$ sites, the question is whether the grid average then stays bounded as $N$ grows.

```lean
import Mathlib

open Finset (range)
open scoped Real ComplexConjugate

namespace TwistedLatticeCoulomb

noncomputable section

/-- The symbol `2 - 2 cos θ` of the lattice Laplacian (with a minus sign) on a chain. -/
def laplaceSymbol (θ : ℝ) : ℝ := 2 - 2 * Real.cos θ

/-- The `r`-th momentum `2π(r+s)/N` of a ring of `N ≥ 1` sites with twist `s`. -/
def twistedMomentum (N : ℕ) (s : ℝ) (r : ℕ) : ℝ := 2 * π * (r + s) / N

/-- The Bloch phase `exp(iθ)` acquired per lattice site. -/
def blochPhase (θ : ℝ) : ℂ := Complex.exp (θ * Complex.I)

/-- The average of the lattice Coulomb kernel `1/(2 - 2 cos k)` over the twisted grid,
for `N ≥ 1` and non-integer twist `s`. -/
def coulombAverage (N : ℕ) (s : ℝ) : ℝ :=
  (∑ r ∈ range N, 1 / laplaceSymbol (twistedMomentum N s r)) / N

/-- A Bloch phase has unit modulus. -/
theorem blochPhase_mul_conj (θ : ℝ) : blochPhase θ * conj (blochPhase θ) = 1 := by
  rw [blochPhase, Complex.mul_conj, Complex.normSq_eq_norm_sq,
    Complex.norm_exp_ofReal_mul_I]
  norm_num

/-- The Laplacian symbol at `θ`, times the squared modulus of the sum of the first `N` powers
of the Bloch phase, is the symbol at `Nθ`. -/
theorem symbol_mul_geometric (N : ℕ) (θ : ℝ) :
    laplaceSymbol θ * Complex.normSq (∑ k ∈ range N, blochPhase θ ^ k)
      = laplaceSymbol (N * θ) := by
  -- the symbol is the squared modulus of a finite difference
  have hsym : ∀ x : ℝ, laplaceSymbol x = Complex.normSq (1 - blochPhase x) := by
    intro x
    rw [Complex.normSq_apply, Complex.sub_re, Complex.sub_im, Complex.one_re, Complex.one_im,
      blochPhase, Complex.exp_ofReal_mul_I_re, Complex.exp_ofReal_mul_I_im, laplaceSymbol]
    linear_combination -(Real.sin_sq_add_cos_sq x)
  have hpow : blochPhase θ ^ N = blochPhase (N * θ) := by
    simp only [blochPhase]
    rw [← Complex.exp_nat_mul]
    congr 1
    push_cast
    ring
  rw [hsym θ, hsym (N * θ), ← map_mul, mul_neg_geom_sum, hpow]

/-- For `N ≥ 1` and sites `k, l < N`, the `k`-th power of the Bloch phase times the conjugate of its
`l`-th power, summed over the twisted grid, is `N` if `k = l` and `0` otherwise, whatever the twist.
-/
theorem phase_orthogonality {N : ℕ} (hN : 0 < N) (s : ℝ) {k l : ℕ} (hk : k < N) (hl : l < N) :
    ∑ r ∈ range N, blochPhase (twistedMomentum N s r) ^ k
        * conj (blochPhase (twistedMomentum N s r)) ^ l = if k = l then (N : ℂ) else 0 := by
  by_cases hkl : k = l
  · subst hkl
    simp [← mul_pow, blochPhase_mul_conj]
  · rw [if_neg hkl]
    have hw : ∀ r : ℕ, blochPhase (twistedMomentum N s r)
        = blochPhase (2 * π * s / N) * blochPhase (2 * π / N) ^ r := by
      intro r
      simp only [blochPhase, twistedMomentum]
      rw [← Complex.exp_nat_mul, ← Complex.exp_add]
      congr 1
      push_cast
      ring
    have hζ : IsPrimitiveRoot (blochPhase (2 * π / N)) N := by
      have e : blochPhase (2 * π / N) = Complex.exp (2 * π * Complex.I / N) := by
        simp only [blochPhase]
        congr 1
        push_cast
        ring
      rw [e]
      exact Complex.isPrimitiveRoot_exp N hN.ne'
    have hu := blochPhase_mul_conj (2 * π / N)
    generalize blochPhase (2 * π / N) = ζ at hw hζ hu
    generalize blochPhase (2 * π * s / N) = a at hw
    -- the ratio of the geometric series is an N-th root of unity different from 1
    have hq1 : ζ ^ k * conj ζ ^ l ≠ 1 := by
      intro h
      apply hkl
      apply hζ.pow_inj hk hl
      calc ζ ^ k = ζ ^ k * (ζ * conj ζ) ^ l := by rw [hu, one_pow, mul_one]
        _ = (ζ ^ k * conj ζ ^ l) * ζ ^ l := by rw [mul_pow]; ring
        _ = ζ ^ l := by rw [h, one_mul]
    have hqN : (ζ ^ k * conj ζ ^ l) ^ N = 1 := by
      calc (ζ ^ k * conj ζ ^ l) ^ N = (ζ ^ N) ^ k * (conj (ζ ^ N)) ^ l := by
            rw [map_pow]; ring
        _ = 1 := by rw [hζ.pow_eq_one, map_one, one_pow, one_pow, one_mul]
    have hg := mul_neg_geom_sum (ζ ^ k * conj ζ ^ l) N
    rw [hqN, sub_self] at hg
    have hsum := (mul_eq_zero.mp hg).resolve_left (sub_ne_zero.mpr (Ne.symm hq1))
    calc _ = a ^ k * conj a ^ l * ∑ r ∈ range N, (ζ ^ k * conj ζ ^ l) ^ r := by
          rw [Finset.mul_sum]
          refine Finset.sum_congr rfl fun r _ => ?_
          rw [hw r, map_mul, map_pow]
          ring
      _ = 0 := by rw [hsum, mul_zero]

/-- Parseval's identity on the twisted grid: for `N ≥ 1` the squared moduli of the sums of
the first `N` powers of the Bloch phases add up to `N²`. -/
theorem parseval_twisted {N : ℕ} (hN : 0 < N) (s : ℝ) :
    ∑ r ∈ range N, Complex.normSq (∑ k ∈ range N, blochPhase (twistedMomentum N s r) ^ k)
      = (N : ℝ) ^ 2 := by
  apply Complex.ofReal_injective
  calc _ = ∑ r ∈ range N, ∑ k ∈ range N, ∑ l ∈ range N,
        blochPhase (twistedMomentum N s r) ^ k
          * conj (blochPhase (twistedMomentum N s r)) ^ l := by
        rw [Complex.ofReal_sum]
        refine Finset.sum_congr rfl fun r _ => ?_
        rw [← Complex.mul_conj, map_sum, Finset.sum_mul_sum]
        simp only [map_pow]
    _ = ∑ k ∈ range N, ∑ l ∈ range N, ∑ r ∈ range N,
        blochPhase (twistedMomentum N s r) ^ k
          * conj (blochPhase (twistedMomentum N s r)) ^ l := by
        rw [Finset.sum_comm]
        exact Finset.sum_congr rfl fun k _ => Finset.sum_comm
    _ = ∑ k ∈ range N, ∑ l ∈ range N, (if k = l then (N : ℂ) else 0) :=
        Finset.sum_congr rfl fun k hk => Finset.sum_congr rfl fun l hl =>
          phase_orthogonality hN s (Finset.mem_range.mp hk) (Finset.mem_range.mp hl)
    _ = ∑ k ∈ range N, (N : ℂ) :=
        Finset.sum_congr rfl fun k hk => by rw [Finset.sum_ite_eq, if_pos hk]
    _ = _ := by simp [sq]

/-- For a non-integer twist `s`, `sin(πs)²` is positive. -/
theorem sin_sq_pos {s : ℝ} (hs : ∀ m : ℤ, s ≠ m) : 0 < Real.sin (π * s) ^ 2 := by
  have h : Real.sin (π * s) ≠ 0 := by
    intro h0
    obtain ⟨m, hm⟩ := Real.sin_eq_zero_iff.mp h0
    exact hs m (mul_left_cancel₀ Real.pi_ne_zero (by linear_combination -hm))
  positivity

/-- Twisted lattice Coulomb sum: for `N ≥ 1` and non-integer twist `s`, the kernel
`1/(2 - 2 cos k)` summed over the twisted grid equals `N²/(4 sin(πs)²)`. -/
theorem twisted_coulomb_sum {N : ℕ} (hN : 0 < N) {s : ℝ} (hs : ∀ m : ℤ, s ≠ m) :
    ∑ r ∈ range N, 1 / laplaceSymbol (twistedMomentum N s r)
      = (N : ℝ) ^ 2 / (4 * Real.sin (π * s) ^ 2) := by
  have hN' : (N : ℝ) ≠ 0 := Nat.cast_ne_zero.mpr hN.ne'
  have hS : 4 * Real.sin (π * s) ^ 2 ≠ 0 := (mul_pos four_pos (sin_sq_pos hs)).ne'
  rw [← parseval_twisted hN s, Finset.sum_div]
  refine Finset.sum_congr rfl fun r _ => ?_
  -- N times a grid momentum is the total twist angle, up to full turns
  have hang : (N : ℝ) * twistedMomentum N s r = 2 * (π * s) + r * (2 * π) := by
    rw [twistedMomentum, mul_div_assoc', div_eq_iff hN']
    ring
  have hF := symbol_mul_geometric N (twistedMomentum N s r)
  have hT : laplaceSymbol (N * twistedMomentum N s r) = 4 * Real.sin (π * s) ^ 2 := by
    rw [hang, laplaceSymbol, Real.cos_add_nat_mul_two_pi, Real.cos_two_mul]
    linear_combination -4 * Real.sin_sq_add_cos_sq (π * s)
  rw [hT] at hF
  have h0 : laplaceSymbol (twistedMomentum N s r) ≠ 0 := by
    intro h
    rw [h, zero_mul] at hF
    exact hS hF.symm
  rw [div_eq_div_iff h0 hS]
  linear_combination -hF

/-- For `N ≥ 1` and fixed non-integer twist `s`, the grid average of the Coulomb kernel is
`N/(4 sin(πs)²)`, linear in `N`. -/
theorem coulombAverage_eq {N : ℕ} (hN : 0 < N) {s : ℝ} (hs : ∀ m : ℤ, s ≠ m) :
    coulombAverage N s = N / (4 * Real.sin (π * s) ^ 2) := by
  have hN' : (N : ℝ) ≠ 0 := Nat.cast_ne_zero.mpr hN.ne'
  rw [coulombAverage, twisted_coulomb_sum hN hs, div_right_comm, sq, mul_div_assoc,
    div_self hN', mul_one]

/-- For `N ≥ 1` and non-integer twist, the grid average is at least `N/4`, with equality
exactly when the twist is a half-integer `m + 1/2`. -/
theorem coulombAverage_min {N : ℕ} (hN : 0 < N) {s : ℝ} (hs : ∀ m : ℤ, s ≠ m) :
    (N : ℝ) / 4 ≤ coulombAverage N s ∧
      (coulombAverage N s = N / 4 ↔ ∃ m : ℤ, s = m + 1 / 2) := by
  have hN' : (N : ℝ) ≠ 0 := Nat.cast_ne_zero.mpr hN.ne'
  have hS : 0 < 4 * Real.sin (π * s) ^ 2 := mul_pos four_pos (sin_sq_pos hs)
  have hsc := Real.sin_sq_add_cos_sq (π * s)
  rw [coulombAverage_eq hN hs]
  constructor
  · rw [le_div_iff₀ hS]
    have h := mul_nonneg (Nat.cast_nonneg (α := ℝ) N) (sq_nonneg (Real.cos (π * s)))
    linear_combination h + (N : ℝ) * hsc
  · rw [div_eq_div_iff hS.ne' four_ne_zero]
    constructor
    · intro h
      -- equality forces cos(πs) = 0
      have hc : (N : ℝ) * Real.cos (π * s) ^ 2 = 0 := by
        linear_combination (1 / 4) * h + (N : ℝ) * hsc
      have hc0 := (pow_eq_zero_iff two_ne_zero).mp ((mul_eq_zero.mp hc).resolve_left hN')
      obtain ⟨m, hm⟩ := Real.cos_eq_zero_iff.mp hc0
      exact ⟨m, mul_left_cancel₀ Real.pi_ne_zero (by linear_combination hm)⟩
    · rintro ⟨m, hm⟩
      have hc : Real.cos (π * s) = 0 :=
        Real.cos_eq_zero_iff.mpr ⟨m, by rw [hm]; ring⟩
      rw [hc] at hsc
      linear_combination (-4 * (N : ℝ)) * hsc

/-- Even if a new non-integer twist is chosen for every grid size `N`, the grid average of
the Coulomb kernel tends to infinity with `N`. -/
theorem coulombAverage_diverges (s : ℕ → ℝ) (hs : ∀ N : ℕ, ∀ m : ℤ, s N ≠ m) :
    Filter.Tendsto (fun N : ℕ => coulombAverage N (s N)) Filter.atTop Filter.atTop := by
  have hlin : Filter.Tendsto (fun N : ℕ => (N : ℝ) / 4) Filter.atTop Filter.atTop :=
    tendsto_natCast_atTop_atTop.atTop_div_const four_pos
  refine Filter.tendsto_atTop_mono' _ ?_ hlin
  filter_upwards [Filter.eventually_gt_atTop 0] with N hN
  exact (coulombAverage_min hN (hs N)).1

end

end TwistedLatticeCoulomb
```

```lean
#print axioms TwistedLatticeCoulomb.twisted_coulomb_sum
#print axioms TwistedLatticeCoulomb.coulombAverage_diverges
```

```
'TwistedLatticeCoulomb.twisted_coulomb_sum' depends on axioms: [propext, Classical.choice, Quot.sound]
'TwistedLatticeCoulomb.coulombAverage_diverges' depends on axioms: [propext, Classical.choice, Quot.sound]
```

## The average at a given twist

With unit lattice spacing, a ring with twist $s$ has the momenta
$$\theta_r=\frac{2\pi(r+s)}{N},\qquad r=0,\dots,N-1,$$
which is `twistedMomentum N s r`. Here $s$ counts full turns: the boundary phase is $e^{2\pi i s}$, whereas many texts call the angle $2\pi s$ the twist. The function `laplaceSymbol` is $D(\theta)=2-2\cos\theta$, the eigenvalue of minus the lattice Laplacian on a plane wave. Its reciprocal is the Coulomb kernel of the chain, without charges or prefactors, and behaves as $1/\theta^2$ at small $\theta$.

For $N\ge1$ and non-integer $s$, `twisted_coulomb_sum` and `coulombAverage_eq` state
$$\sum_{r=0}^{N-1}\frac1{D(\theta_r)}=\frac{N^2}{4\sin^2(\pi s)},\qquad
\frac1N\sum_{r=0}^{N-1}\frac1{D(\theta_r)}=\frac{N}{4\sin^2(\pi s)}.$$
By `coulombAverage_min`, the average is at least $N/4$, with equality exactly at half-integer twists. In `coulombAverage_diverges` the twist is a sequence `s : ℕ → ℝ`, so it may be chosen anew for each $N$; the average still eventually exceeds every bound.

The reason is visible in a single term. Some grid momentum always lies within $\pi/N$ of a multiple of $2\pi$, so its kernel is at least $N^2/\pi^2$, and division by $N$ leaves a contribution of at least $N/\pi^2$.

The hypothesis `hs : ∀ m : ℤ, s ≠ m` keeps the grid off the singular point. The sum formula fails if $s=0$ is admitted: for $N=2$ the momenta are $0$ and $\pi$, and the first term is infinite. Lean sets $1/0=0$, so there the left side is $1/4$ and the right side $0$.

## From a geometric sum to the closed form

Write $z=e^{i\theta}$, which is `blochPhase θ`, and $G(\theta)=\sum_{k=0}^{N-1}z^k$, where $k$, as in the Lean sums, numbers sites and is not a momentum. Since $|1-z|^2=2-2\cos\theta=D(\theta)$ and $(1-z)G(\theta)=1-z^N$, taking squared moduli gives
$$D(\theta)\,|G(\theta)|^2=D(N\theta).$$
This is `symbol_mul_geometric`, with `mul_neg_geom_sum` supplying the geometric sum.

At a grid momentum, $N\theta_r=2\pi s+2\pi r$, so
$$D(N\theta_r)=2-2\cos(2\pi s)=4\sin^2(\pi s),$$
independently of $r$. By `sin_sq_pos` this is positive for non-integer $s$. Hence $D(\theta_r)\neq0$, and
$$\frac1{D(\theta_r)}=\frac{|G(\theta_r)|^2}{4\sin^2(\pi s)}.$$

It remains to sum $|G(\theta_r)|^2$. Expanding the square and exchanging the sums gives
$$\sum_r|G(\theta_r)|^2=\sum_{k,l=0}^{N-1}e^{2\pi i(k-l)s/N}\sum_{r=0}^{N-1}q^r,\qquad q=e^{2\pi i(k-l)/N}.$$
For $k=l$ the inner sum is $N$. For $k\ne l$ we have $0<|k-l|<N$, so $q\neq1$ while $q^N=1$, and the inner sum is $(1-q^N)/(1-q)=0$. The $N$ diagonal terms add up to $N^2$.

`phase_orthogonality` carries out the inner sum, obtaining $q\ne1$ from the fact that $e^{2\pi i/N}$ is a primitive $N$-th root of unity. `parseval_twisted` does the expansion and exchange. `twisted_coulomb_sum` then replaces $N^2$ by the sum of $|G(\theta_r)|^2$ and compares the two sides term by term.

Dividing by $N$ gives the average. Since $\sin^2(\pi s)=1-\cos^2(\pi s)\le1$, it is at least $N/4$, and equality means $\cos(\pi s)=0$, that is, $s=m+\tfrac12$ with $m$ an integer. The divergence follows by comparison with $N/4$, through `tendsto_atTop_mono'`.

## Shifted grids in simulations

Between electrons, the Coulomb kernel is evaluated at the momentum transfer. A twist common to all the electrons cancels in that difference, so the result does not describe ordinary twist averaging. It applies when the transfers themselves are shifted, for example when they connect two Brillouin-zone grids that are offset from each other. For the kernel $1/(2-2\cos k)$, a shift by a non-integer number of grid spacings then makes each term finite but leaves an average of at least $N/4$.

This kernel belongs to the one-dimensional Poisson equation. Charges on a chain that interact through the inverse of their distance have a kernel that diverges only logarithmically at small momentum. In a three-dimensional solid $1/|\mathbf k|^2$, with $\mathbf k$ the wave vector, is integrable at the origin. The linear divergence should not be carried over to either case.
